# A shifted Hermite polynomial as a binomial sum of unshifted ones

The physicists' Hermite polynomials are the polynomial factors in the harmonic oscillator's eigenfunctions, and `hermiteH_comp` says what a shift of the origin does to them: Hₙ(X + y) = ∑ₖ (n choose k) (2y)ⁿ⁻ᵏ Hₖ(X), with k running from 0 to n. It is an identity of polynomials over any commutative ring, and it involves neither the Gaussian factor nor the normalisation of the eigenfunctions. The attempt first shows, as `key`, that the shifted polynomial comes from applying the raising operator 2X − d/dX, with the constant 2y added, n times to 1. Since that constant commutes with the raising operator, the binomial theorem then expands the power.

The failing Lean file:

```lean
import Mathlib

open Polynomial

namespace HermiteTranslation

noncomputable section

variable {R : Type*} [CommRing R]

/-- The physicists' Hermite polynomials, built by `H₀ = 1` and `Hₙ₊₁ = 2X Hₙ - Hₙ'`. -/
def hermiteH : ℕ → R[X]
  | 0 => 1
  | n + 1 => C 2 * X * hermiteH n - derivative (hermiteH n)

/-- The raising operator `2X - d/dX` acting on polynomials. -/
def raising : Module.End R R[X] :=
  LinearMap.mulLeft R (C 2 * X) - derivative

/-- The raising operator multiplies by `2X` and subtracts the derivative. -/
theorem raising_apply (p : R[X]) :
    raising p = C 2 * X * p - derivative p := rfl

/-- The `n`-th Hermite polynomial is the raising operator applied `n` times to `1`. -/
theorem hermiteH_eq_raising_pow (n : ℕ) :
    (hermiteH n : R[X]) = (raising ^ n) 1 := by
  induction n with
  | zero => simp [hermiteH]
  | succ n ih =>
    rw [pow_succ', Module.End.mul_apply, ← ih]
    rfl

/-- Under a shift of the origin by `y`, the raising operator gains the constant `2y`. -/
theorem raising_translate (p : R[X]) (y : R) :
    (raising p).comp (X + C y)
      = raising (p.comp (X + C y)) + C (2 * y) * p.comp (X + C y) := by
  simp only [raising_apply, sub_comp, mul_comp, C_comp, X_comp, derivative_comp,
    derivative_add, derivative_X, derivative_C, C_mul]
  ring

/-- The translation formula as an identity of polynomials: a shifted Hermite polynomial is a
binomial combination of unshifted ones. -/
theorem hermiteH_comp (n : ℕ) (y : R) :
    (hermiteH n : R[X]).comp (X + C y)
      = ∑ k ∈ Finset.range (n + 1),
          C ((n.choose k : R) * (2 * y) ^ (n - k)) * hermiteH k := by
  -- the shifted polynomial is generated by the displaced raising operator
  have key : ∀ m : ℕ, (hermiteH m : R[X]).comp (X + C y)
      = ((raising + (2 * y) • (1 : Module.End R R[X])) ^ m) 1 := by
    intro m
    induction m with
    | zero => simp [hermiteH]
    | succ m ih =>
      rw [pow_succ', Module.End.mul_apply, ← ih]
      change (raising (hermiteH m)).comp (X + C y) = _
      rw [raising_translate, LinearMap.add_apply, LinearMap.smul_apply,
        Module.End.one_apply, smul_eq_C_mul]
  -- the displacement is a number, so the binomial theorem applies
  have hc : Commute (raising : Module.End R R[X]) ((2 * y) • (1 : Module.End R R[X])) :=
    (Commute.one_right _).smul_right _
  rw [key, hc.add_pow, LinearMap.sum_apply]
  refine Finset.sum_congr rfl fun k _ => ?_
  rw [hermiteH_eq_raising_pow k]
  simp only [Module.End.mul_apply, Module.End.natCast_apply, smul_pow, one_pow,
    LinearMap.smul_apply, Module.End.one_apply, map_nsmul, map_smul]
  simp only [smul_eq_C_mul, nsmul_eq_mul, C_mul, map_natCast]
  ring

end

end HermiteTranslation
```

The compiler's answer:

```
Main.lean:49:8: error: Function expected at
  (raising + (2 * y) • 1) ^ m
but this term has type
  ?m.113

Note: Expected a function because this term is being applied to the argument
  1
Main.lean:52:11: error: unsolved goals
case zero
R : Type u_1
inst✝ : CommRing R
n : ℕ
y : R
⊢ 1 = sorry ()
```

Cause. The first error is in the statement of `key`. There a power of `raising + (2 * y) • 1` is applied to the polynomial `1`, so Lean has to see the power as a function. Its type was still the undetermined `?m.113`, and Lean could not tell that it was a linear map. Annotating the `1` inside the sum did not settle the type of the whole expression.

The second error follows from the first. Lean put `sorry` in place of the right-hand side it could not elaborate, which left the base case with the goal `1 = sorry ()`, and `simp` could not close it.

The repair states that both the sum and its power have type `Module.End R R[X]`. Lean can then apply the power to `1`, and the base case has a real right-hand side.

The diff also changes `smul_pow` to `_root_.smul_pow`, which makes explicit that the lemma in the root namespace is meant, whatever `open Polynomial` brings into scope. Neither message concerns that line, so they don't show whether this change was needed.

The change, after which it compiles:

```diff
@@ -47,5 +47,6 @@
   -- the shifted polynomial is generated by the displaced raising operator
   have key : ∀ m : ℕ, (hermiteH m : R[X]).comp (X + C y)
-      = ((raising + (2 * y) • (1 : Module.End R R[X])) ^ m) 1 := by
+      = ((raising + (2 * y) • (1 : Module.End R R[X]) : Module.End R R[X]) ^ m :
+          Module.End R R[X]) 1 := by
     intro m
     induction m with
@@ -62,5 +63,5 @@
   refine Finset.sum_congr rfl fun k _ => ?_
   rw [hermiteH_eq_raising_pow k]
-  simp only [Module.End.mul_apply, Module.End.natCast_apply, smul_pow, one_pow,
+  simp only [Module.End.mul_apply, Module.End.natCast_apply, _root_.smul_pow, one_pow,
     LinearMap.smul_apply, Module.End.one_apply, map_nsmul, map_smul]
   simp only [smul_eq_C_mul, nsmul_eq_mul, C_mul, map_natCast]
```
